# For finitely many parity modes, a low-temperature density-matrix ratio gives the gap between the lowest odd and even levels nonzero at a point

A proton in a symmetric double well has a ground level split by tunnelling into an even and an odd state. A path-integral simulation does not produce these two energies directly. It can produce the ratio of two thermal density-matrix elements: one joins a configuration a to its mirror image Ra, the other joins a to itself. The splitting can be read from this ratio at low temperature if the model has finitely many real modes, each even or odd, and both states of the split ground level are nonzero at a.

## From the ratio to the gap

Let φ_n be the modes, E_n their energies and β the inverse temperature. Define

ρ(x,y) = Σ_n exp(−βE_n) φ_n(x) φ_n(y),  r = ρ(a,Ra)/ρ(a,a).

Mode n has parity s_n = ±1, so φ_n(Ra) = s_n φ_n(a). For s = ±1, the sector sum is

S_s = (ρ(a,a) + s ρ(a,Ra))/2 = Σ_n exp(−βE_n) φ_n(a)² (1 + s s_n)/2.  (1)

The last factor is 1 for modes of parity s and 0 for the others. Let k be the lowest mode of parity s that is nonzero at a, and let W = Σ_n φ_n(a)². All terms are nonnegative, so keeping only term k gives a lower bound. Every nonzero term has E_n ≥ E_k, which gives an upper bound for β ≥ 0:

φ_k(a)² exp(−βE_k) ≤ S_s ≤ W exp(−βE_k).  (2)

Taking logarithms,

log φ_k(a)² − βE_k ≤ log S_s ≤ log W − βE_k.  (3)

Write S₊ and S₋ for the two sectors, both positive. Since ρ(a,a) = S₊ + S₋ and ρ(a,Ra) = S₊ − S₋,

r = (S₊ − S₋)/(S₊ + S₋),  |r| < 1,  (1+r)/(1−r) = S₊/S₋.  (4)

Let g and u be the lowest even and odd modes nonzero at a, and let Δ(β) = log((1+r)/(1−r))/β. Subtracting the bounds (3) for the two sectors and dividing by β > 0 gives

(log φ_g(a)² − log W)/β ≤ Δ(β) − (E_u − E_g) ≤ (log W − log φ_u(a)²)/β.  (5)

Both outer terms vanish as β → ∞, so Δ(β) → E_u − E_g.

## Modes, density matrix and sectors

The type `X` holds the sites and `ι` labels the modes. Only `ι` is assumed finite here.

In Lean 4 with Mathlib:

```lean
import Mathlib

open Filter Topology Matrix

namespace TunnellingSplitting

noncomputable section

variable {X ι : Type*} [Fintype ι]
```

Parity is a property of a function under a site map `R`, which need not be an involution.

```lean
/-- The mode `f` has parity `s` under the site map `R`: even for `s = 1`, odd for `s = -1`. -/
def HasParity (R : X → X) (s : ℝ) (f : X → ℝ) : Prop := ∀ x, f (R x) = s * f x
```

The density matrix is not divided by a partition function, which would cancel in r anyway.

```lean
/-- The thermal density matrix at inverse temperature `β`, as a sum over modes. -/
def rho (E : ι → ℝ) (φ : ι → X → ℝ) (β : ℝ) (x y : X) : ℝ :=
  ∑ n, Real.exp (-(β * E n)) * φ n x * φ n y

/-- The ratio `r = ρ(a, R a) / ρ(a, a)`, meaningful for `ρ(a, a) ≠ 0`. -/
def ratio (R : X → X) (E : ι → ℝ) (φ : ι → X → ℝ) (a : X) (β : ℝ) : ℝ :=
  rho E φ β a (R a) / rho E φ β a a

/-- The estimator `log ((1 + r) / (1 - r)) / β`, meaningful for `β ≠ 0`, `ρ(a, a) ≠ 0`
and `|r| < 1`. -/
def splittingEstimate (R : X → X) (E : ι → ℝ) (φ : ι → X → ℝ) (a : X) (β : ℝ) : ℝ :=
  Real.log ((1 + ratio R E φ a β) / (1 - ratio R E φ a β)) / β
```

The next two definitions are the left side of (1) and the weight of a single mode in it.

```lean
/-- The combination `(ρ(a, a) + s ρ(a, R a)) / 2` of density matrix elements. -/
def sector (R : X → X) (E : ι → ℝ) (φ : ι → X → ℝ) (a : X) (s β : ℝ) : ℝ :=
  (rho E φ β a a + s * rho E φ β a (R a)) / 2

/-- The weight `f(a) (f(a) + s f(R a)) / 2` with which a mode enters the sector `s`. -/
def parityWeight (R : X → X) (a : X) (s : ℝ) (f : X → ℝ) : ℝ :=
  f a * (f a + s * f (R a)) / 2
```

`IsLowest` selects k. Modes that vanish at a do not compete, because the ratio cannot detect them.

```lean
/-- Mode `k` has the lowest energy among the modes of parity `s` that are nonzero at `a`. -/
def IsLowest (R : X → X) (E : ι → ℝ) (φ : ι → X → ℝ) (a : X) (s : ℝ) (k : ι) : Prop :=
  HasParity R s (φ k) ∧ φ k a ≠ 0 ∧ ∀ n, HasParity R s (φ n) → φ n a ≠ 0 → E k ≤ E n
```

## Eigenvectors of a Hamiltonian

Physically, the φ_n are stationary states of a Hamiltonian matrix H. The hypothesis `hH` says so, and it is used only for the Bloch equation dρ/dβ = −Hρ. The proof differentiates each exponential, exchanges the sums over sites and modes, and applies the eigenvalue equation. Without `hH` the limit still holds, but the E_n are then merely numbers attached to functions. Identifying ρ with exp(−βH) also requires ρ to be the identity at β = 0, as it is for a complete orthonormal set of modes.

```lean
variable {R : X → X} {E : ι → ℝ} {φ : ι → X → ℝ} {a : X} {s β : ℝ}

/-- If the modes are eigenvectors of the Hamiltonian matrix `H`, the density matrix obeys the
Bloch equation `dρ/dβ = -H ρ`. -/
theorem bloch_equation [Fintype X] (H : Matrix X X ℝ)
    (hH : ∀ n, H *ᵥ φ n = E n • φ n) (β : ℝ) (x y : X) :
    HasDerivAt (fun b => rho E φ b x y) (-∑ z, H x z * rho E φ β z y) β := by
  have hx : ∀ n, ∑ z, H x z * φ n z = E n * φ n x := fun n => congrFun (hH n) x
  have hd : ∀ n ∈ (Finset.univ : Finset ι),
      HasDerivAt (fun b : ℝ => Real.exp (-(b * E n)) * φ n x * φ n y)
        (Real.exp (-(β * E n)) * (-(E n)) * φ n x * φ n y) β := by
    intro n _
    have h1 : HasDerivAt (fun b : ℝ => -(b * E n)) (-(E n)) β :=
      ((hasDerivAt_id' β).mul_const (E n)).fun_neg.congr_deriv (by ring)
    exact (h1.exp.mul_const _).mul_const _
  unfold rho
  refine (HasDerivAt.fun_sum hd).congr_deriv ?_
  -- exchange the sums over sites and modes, then use the eigenvalue equation
  simp only [Finset.mul_sum]
  rw [Finset.sum_comm, ← Finset.sum_neg_distrib]
  refine Finset.sum_congr rfl fun n _ => ?_
  have h2 : ∑ z, H x z * (Real.exp (-(β * E n)) * φ n z * φ n y)
      = Real.exp (-(β * E n)) * φ n y * ∑ z, H x z * φ n z := by
    rw [Finset.mul_sum]
    exact Finset.sum_congr rfl fun z _ => by ring
  rw [h2, hx]
  ring
```

A different model would start from a real symmetric H that commutes with the permutation of an involution R, and define ρ as exp(−βH). Parity would then be derived by diagonalising H in the even and odd subspaces, and W would equal 1. The present form also admits unnormalised or incomplete lists of modes.

## An even and an odd mode nonzero at a

The hypotheses `hg` and `hu` say that g and u are the lowest even and odd modes among those nonzero at a. They are the two partners of the doublet if both partners are nonzero there. By hand, this makes S₊ and S₋ positive, so that (3) and (4) make sense. If the lowest odd mode has a node at a but a higher one does not, the limit is the gap to the higher one. If no odd mode is nonzero at a, as when Ra = a, then r = 1 wherever ρ(a,a) ≠ 0, and the formula breaks down.

A lowest mode exists as soon as some mode of that parity is nonzero at a, because a finite nonempty set of energies has a minimum.

```lean
/-- If some mode of parity `s` is nonzero at `a`, there is one of lowest energy. -/
theorem exists_isLowest (h : ∃ n, HasParity R s (φ n) ∧ φ n a ≠ 0) :
    ∃ k, IsLowest R E φ a s k := by
  obtain ⟨k, hk, hmin⟩ := Set.exists_min_image
    {n | HasParity R s (φ n) ∧ φ n a ≠ 0} E (Set.toFinite _) h
  exact ⟨k, hk.1, hk.2, fun n h1 h2 => hmin n ⟨h1, h2⟩⟩
```

## Definite parity of every mode

For a mirror-symmetric Hamiltonian the modes can be chosen even or odd, and the hypothesis `hpar` assumes such a choice. By hand it enters as s_n = ±1 in (1). A mode without parity can enter both sectors. In the extreme case of two uncoupled sites with different energies and modes localised on one site each, no mode has a parity, so `hg` and `hu` fail as well. Then ρ(a,Ra) = 0, and the estimator is 0 at the site where ρ(a,a) is evaluated, whatever the gap.

The first lemma writes a sector as a sum over modes and does not yet need parity.

```lean
/-- A sector is the Boltzmann sum of the parity weights of the modes. -/
theorem sector_eq_sum : sector R E φ a s β =
    ∑ n, Real.exp (-(β * E n)) * parityWeight R a s (φ n) := by
  unfold sector rho parityWeight
  rw [Finset.mul_sum, ← Finset.sum_add_distrib, Finset.sum_div]
  exact Finset.sum_congr rfl fun n _ => by ring
```

In the second, `hin` and `hout` evaluate the factor (1 + s s_n)/2 using s² = 1. The lower bound in (2) is `Finset.single_le_sum`, and the upper bound compares the sums term by term.

```lean
/-- For modes of definite parity and `β ≥ 0`, a sector is bounded below and above by constants times
the Boltzmann factor of its lowest mode that is nonzero at `a`. -/
theorem sector_bounds {k : ι} (hs : s ^ 2 = 1)
    (hpar : ∀ n, HasParity R s (φ n) ∨ HasParity R (-s) (φ n))
    (hk : IsLowest R E φ a s k) (hβ : 0 ≤ β) :
    φ k a ^ 2 * Real.exp (-(β * E k)) ≤ sector R E φ a s β ∧
    sector R E φ a s β ≤ (∑ n, φ n a ^ 2) * Real.exp (-(β * E k)) := by
  -- modes of parity s enter with their full weight, the others drop out
  have hin : ∀ n, HasParity R s (φ n) → parityWeight R a s (φ n) = φ n a ^ 2 := by
    intro n h
    rw [parityWeight, h a]
    linear_combination (φ n a ^ 2 / 2) * hs
  have hout : ∀ n, HasParity R (-s) (φ n) → parityWeight R a s (φ n) = 0 := by
    intro n h
    rw [parityWeight, h a]
    linear_combination (-(φ n a ^ 2) / 2) * hs
  rw [sector_eq_sum]
  constructor
  · have hnn : ∀ n ∈ (Finset.univ : Finset ι),
        0 ≤ Real.exp (-(β * E n)) * parityWeight R a s (φ n) := by
      intro n _
      rcases hpar n with h | h
      · rw [hin n h]; positivity
      · rw [hout n h, mul_zero]
    calc φ k a ^ 2 * Real.exp (-(β * E k))
        = Real.exp (-(β * E k)) * parityWeight R a s (φ k) := by rw [hin k hk.1, mul_comm]
      _ ≤ _ := Finset.single_le_sum
          (f := fun n => Real.exp (-(β * E n)) * parityWeight R a s (φ n))
          hnn (Finset.mem_univ k)
  · rw [Finset.sum_mul]
    refine Finset.sum_le_sum fun n _ => ?_
    rcases hpar n with h | h
    · rw [hin n h, mul_comm]
      by_cases h0 : φ n a = 0
      · simp [h0]
      · have hE := mul_le_mul_of_nonneg_left (hk.2.2 n h h0) hβ
        exact mul_le_mul_of_nonneg_left (Real.exp_le_exp.mpr (by linarith)) (sq_nonneg _)
    · rw [hout n h, mul_zero]; positivity
```

## Finitely many modes and large β

A finite list of modes stands for a finite basis or lattice. It makes W finite in (2). For a complete set of modes on a continuous line W diverges, and the bound says nothing. Large β means a temperature low enough for the lowest level of each parity to dominate; at moderate β, higher levels contribute to Δ(β). Once they are suppressed, and if the two lowest levels are nondegenerate, an error of about log(φ_g(a)²/φ_u(a)²)/β remains, which is zero only if the two modes have equal squares at a.

The next lemma is (3), together with the positivity of the sector.

```lean
/-- For modes of definite parity and `β ≥ 0`, a sector with a mode nonzero at `a` is positive, and
its logarithm is `-β E_k` up to bounded terms, with `k` its lowest such mode. -/
theorem log_sector_bounds {k : ι} (hs : s ^ 2 = 1)
    (hpar : ∀ n, HasParity R s (φ n) ∨ HasParity R (-s) (φ n))
    (hk : IsLowest R E φ a s k) (hβ : 0 ≤ β) :
    0 < sector R E φ a s β ∧
    Real.log (φ k a ^ 2) - β * E k ≤ Real.log (sector R E φ a s β) ∧
    Real.log (sector R E φ a s β) ≤ Real.log (∑ n, φ n a ^ 2) - β * E k := by
  obtain ⟨h1, h2⟩ := sector_bounds hs hpar hk hβ
  have he := Real.exp_pos (-(β * E k))
  have hc : 0 < φ k a ^ 2 := by
    have hne := hk.2.1
    positivity
  have hS := lt_of_lt_of_le (mul_pos hc he) h1
  have hW := lt_of_lt_of_le hc (le_of_mul_le_mul_right (h1.trans h2) he)
  have l1 := Real.log_le_log (mul_pos hc he) h1
  have l2 := Real.log_le_log hS h2
  rw [Real.log_mul hc.ne' he.ne', Real.log_exp] at l1
  rw [Real.log_mul hW.ne' he.ne', Real.log_exp] at l2
  exact ⟨hS, by linarith, by linarith⟩
```

The algebra of (4) needs only that both sectors are positive.

```lean
/-- When both sectors are positive, `|r| < 1` and `(1 + r) / (1 - r)` is the even sector
divided by the odd one. -/
theorem ratio_eq_sectors (hp : 0 < sector R E φ a 1 β) (hm : 0 < sector R E φ a (-1) β) :
    |ratio R E φ a β| < 1 ∧ (1 + ratio R E φ a β) / (1 - ratio R E φ a β) =
      sector R E φ a 1 β / sector R E φ a (-1) β := by
  have hm' := hm.ne'
  unfold sector at *
  have hA : 0 < rho E φ β a a := by linarith
  have hB : rho E φ β a (R a) = ratio R E φ a β * rho E φ β a a :=
    (div_mul_cancel₀ _ hA.ne').symm
  have hr : |ratio R E φ a β| < 1 := by
    rw [abs_lt, ratio, lt_div_iff₀ hA, div_lt_iff₀ hA]
    constructor <;> linarith
  have h1 : 1 - ratio R E φ a β ≠ 0 := by linarith [(abs_lt.mp hr).2] |> ne_of_gt
  refine ⟨hr, ?_⟩
  rw [div_eq_div_iff h1 hm']
  linear_combination -hB
```

The error bound (5) applies the logarithmic bounds to s = 1 and s = −1 and subtracts them.

```lean
/-- For modes of definite parity and `β > 0`, the estimator differs from `E_u - E_g` by an error
between two explicit constants divided by `β`. -/
theorem splittingEstimate_error {g u : ι}
    (hpar : ∀ n, HasParity R 1 (φ n) ∨ HasParity R (-1) (φ n))
    (hg : IsLowest R E φ a 1 g) (hu : IsLowest R E φ a (-1) u) (hβ : 0 < β) :
    (Real.log (φ g a ^ 2) - Real.log (∑ n, φ n a ^ 2)) / β
      ≤ splittingEstimate R E φ a β - (E u - E g) ∧
    splittingEstimate R E φ a β - (E u - E g)
      ≤ (Real.log (∑ n, φ n a ^ 2) - Real.log (φ u a ^ 2)) / β := by
  obtain ⟨p0, p1, p2⟩ := log_sector_bounds (by norm_num) hpar hg hβ.le
  obtain ⟨m0, m1, m2⟩ := log_sector_bounds (by norm_num)
    (fun n => by rw [neg_neg]; exact (hpar n).symm) hu hβ.le
  have h : splittingEstimate R E φ a β - (E u - E g) =
      (Real.log (sector R E φ a 1 β) - Real.log (sector R E φ a (-1) β)
        - β * (E u - E g)) / β := by
    rw [splittingEstimate, (ratio_eq_sectors p0 m0).2, Real.log_div p0.ne' m0.ne',
      sub_div _ (β * (E u - E g)), mul_div_cancel_left₀ _ hβ.ne']
  rw [h]
  exact ⟨div_le_div_of_nonneg_right (by linarith) hβ.le,
    div_le_div_of_nonneg_right (by linarith) hβ.le⟩
```

The limit follows by squeezing the error between two multiples of 1/β. No sign is assumed for E_u − E_g.

```lean
/-- For modes of definite parity, the estimator tends as `β → ∞` to the lowest odd minus the lowest
even energy among the modes nonzero at `a`. -/
theorem tendsto_splittingEstimate {g u : ι}
    (hpar : ∀ n, HasParity R 1 (φ n) ∨ HasParity R (-1) (φ n))
    (hg : IsLowest R E φ a 1 g) (hu : IsLowest R E φ a (-1) u) :
    Tendsto (splittingEstimate R E φ a) atTop (𝓝 (E u - E g)) := by
  have hC : ∀ C : ℝ, Tendsto (fun β : ℝ => C / β) atTop (𝓝 0) :=
    fun C => tendsto_const_nhds.div_atTop tendsto_id
  -- squeeze the error between two multiples of 1/β
  have h : Tendsto (fun β => splittingEstimate R E φ a β - (E u - E g)) atTop (𝓝 0) :=
    tendsto_of_tendsto_of_tendsto_of_le_of_le' (hC _) (hC _)
      ((eventually_gt_atTop 0).mono fun β hβ => (splittingEstimate_error hpar hg hu hβ).1)
      ((eventually_gt_atTop 0).mono fun β hβ => (splittingEstimate_error hpar hg hu hβ).2)
  have h2 := h.add_const (E u - E g)
  rw [zero_add] at h2
  exact h2.congr fun β => sub_add_cancel _ _
```

In a path-integral calculation of a tunnelling splitting, r is estimated from paths that run from a to Ra and from a to a, and evaluating `2*atanh(r)/beta` then gives Δ(β). The theorem concerns the exact ρ of a finite mode sum, without time-step or sampling error. A small statistical error δr shifts the result by about 2δr/(β(1−r²)), so noise is amplified once r is close to 1. With this estimator, a useful β is therefore large enough to suppress higher levels and to make the remaining 1/β error small, yet small enough to keep r away from 1.

## Two sites meet every hypothesis

Take one particle hopping between two sites, with off-diagonal element −t and R exchanging the sites. The code uses the modes (1,1) and (1,−1); the normalised ones are (1,±1)/√2, with energies −t and t.

```lean
/-- The unnormalised symmetric and antisymmetric modes on two sites. -/
def twoSiteModes : Fin 2 → Fin 2 → ℝ := ![![1, 1], ![1, -1]]
```

The witness theorem checks the eigenvalue equation, the parities and both `IsLowest` conditions, for every real t.

```lean
/-- The two-site hopping Hamiltonian, with the exchange of sites as `R`, meets the hypotheses
of the Bloch equation and of the splitting theorem. -/
theorem twoSite_witness (t : ℝ) :
    (∀ n, !![0, -t; -t, 0] *ᵥ twoSiteModes n = (![-t, t] : Fin 2 → ℝ) n • twoSiteModes n) ∧
    (∀ n, HasParity ![1, 0] 1 (twoSiteModes n) ∨ HasParity ![1, 0] (-1) (twoSiteModes n)) ∧
    IsLowest ![1, 0] ![-t, t] twoSiteModes 0 1 0 ∧
    IsLowest ![1, 0] ![-t, t] twoSiteModes 0 (-1) 1 := by
  have h0 : HasParity ![1, 0] 1 (twoSiteModes 0) := by
    intro x; fin_cases x <;> simp [twoSiteModes]
  have h1 : HasParity ![1, 0] (-1) (twoSiteModes 1) := by
    intro x; fin_cases x <;> simp [twoSiteModes]
  refine ⟨?_, Fin.forall_fin_two.mpr ⟨Or.inl h0, Or.inr h1⟩,
    ⟨h0, by simp [twoSiteModes], Fin.forall_fin_two.mpr ⟨fun _ _ => le_rfl, fun h _ => ?_⟩⟩,
    ⟨h1, by simp [twoSiteModes], Fin.forall_fin_two.mpr ⟨fun h _ => ?_, fun _ _ => le_rfl⟩⟩⟩
  · intro n
    ext x
    fin_cases n <;> fin_cases x <;>
      simp [twoSiteModes, Matrix.mulVec, dotProduct, Fin.sum_univ_two]
  · have h2 := h 0
    norm_num [twoSiteModes] at h2
  · have h2 := h 0
    norm_num [twoSiteModes] at h2
```

Here the sectors are exp(βt) and exp(−βt), or half of that with normalised modes, and r = tanh(βt) in either case. Each parity has a single level and the two modes have equal squares at a, so the estimator is exact at every nonzero β.

```lean
/-- For the two-site hopping model the estimator equals `2 t` at every nonzero `β`. -/
theorem twoSite_exact (t : ℝ) (hβ : β ≠ 0) :
    splittingEstimate ![1, 0] ![-t, t] twoSiteModes 0 β = 2 * t := by
  have hp : sector ![1, 0] ![-t, t] twoSiteModes 0 1 β = Real.exp (β * t) := by
    simp [sector, rho, twoSiteModes, Fin.sum_univ_two]
    ring
  have hm : sector ![1, 0] ![-t, t] twoSiteModes 0 (-1) β = Real.exp (-(β * t)) := by
    simp [sector, rho, twoSiteModes, Fin.sum_univ_two]
    ring
  rw [splittingEstimate, (ratio_eq_sectors (by rw [hp]; positivity) (by rw [hm]; positivity)).2,
    hp, hm, ← Real.exp_sub, Real.log_exp, div_eq_iff hβ]
  ring

end

end TunnellingSplitting
```

```lean
#print axioms TunnellingSplitting.bloch_equation
#print axioms TunnellingSplitting.exists_isLowest
#print axioms TunnellingSplitting.tendsto_splittingEstimate
#print axioms TunnellingSplitting.twoSite_exact
```

```
'TunnellingSplitting.bloch_equation' depends on axioms: [propext, Classical.choice, Quot.sound]
'TunnellingSplitting.exists_isLowest' depends on axioms: [propext, Classical.choice, Quot.sound]
'TunnellingSplitting.tendsto_splittingEstimate' depends on axioms: [propext, Classical.choice, Quot.sound]
'TunnellingSplitting.twoSite_exact' depends on axioms: [propext, Classical.choice, Quot.sound]
```
